# The scattering length of a square well changes sign through infinity at each resonance

To replace a short-range attraction by a square well, one can fix the radius and adjust the depth until the well has a prescribed scattering length. This step needs the scattering length as a function of depth, and near certain depths that function is extremely steep.

Take a particle of mass $m$ (for two colliding particles, $m$ is their reduced mass), units $\hbar=m=1$, a well of depth $V_0>0$ and radius $R>0$, and a zero-energy s-wave $\psi(r)$ with radial function $u(r)=r\,\psi(r)$. Put $k=\sqrt{2V_0}$ and $x=kR$. If $\cos x\neq0$, then for $r\ge R$

$$u(r)=u'(0)\cos x\,(r-a),\qquad a=R\left(1-\frac{\tan x}{x}\right).$$

As the depth approaches a value where $x=(n+\tfrac12)\pi$, with $n=0,1,2,\dots$, the scattering length $a$ tends to $-\infty$ from the shallow side and to $+\infty$ from the deep side.

## From the inner sine to the outer straight line

Write $p=u'$. At zero energy the radial equation is $p'=2Vu$, with $u(0)=0$. Inside the well $V=-V_0$, so $p'=-k^2u$. Consider

$$A=p\cos kr+ku\sin kr,\qquad B=p\sin kr-ku\cos kr.$$

Both are constant:

$$A'=-k^2u\cos kr-kp\sin kr+kp\sin kr+k^2u\cos kr=0,$$
$$B'=-k^2u\sin kr+kp\cos kr-kp\cos kr+k^2u\sin kr=0.$$

At the origin $A=p(0)$ and $B=0$. These values persist to the wall, where $\sin x\,A-\cos x\,B$ and $\cos x\,A+\sin x\,B$ give

$$k\,u(R)=p(0)\sin x,\qquad p(R)=p(0)\cos x.$$

Outside, $p'=0$, so the slope keeps its wall value and

$$u(r)=u(R)+p(R)(r-R)=p(0)\left[\frac{\sin x}{k}+\cos x\,(r-R)\right].$$

If $\cos x\ne0$, factor it out and use $1/k=R/x$. The bracket becomes $\cos x\,(r-R+R\tan x/x)=\cos x\,(r-a)$.

## Opposite infinities at a resonant depth

The condition $x=(n+\tfrac12)\pi$ holds at depth $V_n=\tfrac12\big((n+\tfrac12)\pi/R\big)^2$. There $\cos x=0$ and the outer wave is flat, which is what resonance means here. Since $x$ increases continuously with depth, approaching $V_n$ from below sends $\tan x$ to $+\infty$, and approaching from above sends it to $-\infty$. Meanwhile $1/x$ tends to a positive number, so $a$ diverges with the opposite sign to the tangent.

For this single-particle well at zero energy, $a=R-u(R)/u'(R)$ whenever $u'(R)\neq0$. The divergence therefore occurs where the logarithmic derivative $u'(R)/u(R)$ vanishes. Norm-conserving pseudopotentials are also constructed to reproduce a logarithmic derivative, at a chosen core radius and reference energy.

## The well and its waves in Lean

The potential is an explicit step, and the next definitions are $k$, $x$, $a$ and $V_n$.

```lean
import Mathlib

open Real Filter Topology Set

namespace SquareWellScattering

noncomputable section

/-- The square well of depth `V₀` and radius `R`, attractive for `V₀ > 0`. -/
def squareWell (V₀ R r : ℝ) : ℝ := if r < R then -V₀ else 0

/-- The zero-energy wavenumber inside a well of depth `V₀ ≥ 0`, in units `ħ = m = 1`. -/
def wavenumber (V₀ : ℝ) : ℝ := √(2 * V₀)

/-- The phase `x = R √(2 V₀)` gathered by the wave between the origin and the wall. -/
def wellPhase (V₀ R : ℝ) : ℝ := R * wavenumber V₀

/-- The scattering length `a = R (1 - tan x / x)`, for `V₀ > 0`, `R > 0` and `cos x ≠ 0`. -/
def scatteringLength (V₀ R : ℝ) : ℝ :=
  R * (1 - tan (wellPhase V₀ R) / wellPhase V₀ R)

/-- The depth at which the phase is `(n + 1/2) π`, for a well of radius `R > 0`. -/
def resonantDepth (R : ℝ) (n : ℕ) : ℝ := ((n + 1 / 2) * π / R) ^ 2 / 2
```

At exactly $V_n$, Lean's division by zero makes `scatteringLength` equal to $R$; this value has no physical meaning, and the one-sided limits below do not see it.

A wave is a pair of real functions `u` and `p`. Both are continuous on $r\ge0$, and the differential equations hold at every $r>0$ except the wall, where the potential jumps. The number `p 0` is the slope $u'(0)$, taken from the right. The structure says nothing about the outer form of the wave, which has to be derived.

```lean
/-- A zero-energy radial s-wave `u` with slope `p`: it vanishes at the origin, obeys
`u'' = 2 V u` on both sides of the wall, and is continuous together with its slope. -/
structure IsZeroEnergyWave (V₀ R : ℝ) (u p : ℝ → ℝ) : Prop where
  origin : u 0 = 0
  cont_u : ContinuousOn u (Ici 0)
  cont_p : ContinuousOn p (Ici 0)
  deriv_u : ∀ r, 0 < r → r ≠ R → HasDerivAt u (p r) r
  deriv_p : ∀ r, 0 < r → r ≠ R → HasDerivAt p (2 * squareWell V₀ R r * u r) r
```

## Matching at the wall

The first lemma is the mean value theorem in the form needed here: zero derivative inside an interval implies equal end values.

```lean
/-- A quantity continuous on an interval, with zero derivative inside it, has equal values
at the two ends. -/
theorem eq_of_deriv_zero {f : ℝ → ℝ} {a b : ℝ} (hab : a < b)
    (hc : ContinuousOn f (Icc a b)) (hd : ∀ r ∈ Ioo a b, HasDerivAt f 0 r) : f b = f a := by
  obtain ⟨c, -, h⟩ := exists_hasDerivAt_eq_slope f (fun _ => 0) hab hc hd
  have hne : b - a ≠ 0 := by linarith
  have h' : f b - f a = 0 := by
    rcases div_eq_zero_iff.1 h.symm with h | h
    · exact h
    · exact absurd h hne
  linarith
```

In `wall_matching`, `hA` and `hB` are the constancy of $A$ and $B$. The root is replaced by a letter `k` of which only $k^2=2V_0$ is kept, and this identity cancels the derivatives. The last two lines are the combinations with $\sin x$ and $\cos x$ made above.

```lean
/-- For a well of positive depth and radius, the inner wave reaches the wall with value
`u'(0) sin x / k` (written without division) and slope `u'(0) cos x`. -/
theorem wall_matching {V₀ R : ℝ} {u p : ℝ → ℝ} (hV : 0 < V₀) (hR : 0 < R)
    (h : IsZeroEnergyWave V₀ R u p) :
    wavenumber V₀ * u R = p 0 * sin (wellPhase V₀ R) ∧
      p R = p 0 * cos (wellPhase V₀ R) := by
  have hk : wavenumber V₀ * wavenumber V₀ = 2 * V₀ := Real.mul_self_sqrt (by linarith)
  unfold wellPhase
  generalize wavenumber V₀ = k at hk ⊢
  have hcu : ContinuousOn u (Icc 0 R) := h.cont_u.mono Icc_subset_Ici_self
  have hcp : ContinuousOn p (Icc 0 R) := h.cont_p.mono Icc_subset_Ici_self
  have hl : ∀ r : ℝ, HasDerivAt (fun s : ℝ => s * k) k r := fun r => by
    simpa using (hasDerivAt_id' r).mul_const k
  have hp : ∀ r ∈ Ioo 0 R, HasDerivAt p (-(2 * V₀) * u r) r := fun r hr =>
    (h.deriv_p r hr.1 hr.2.ne).congr_deriv (by rw [squareWell, if_pos hr.2]; ring)
  -- two constants of the motion inside the well
  have hA : p R * cos (R * k) + k * u R * sin (R * k) = p 0 := by
    have := eq_of_deriv_zero (f := fun r => p r * cos (r * k) + k * u r * sin (r * k)) hR
      (by fun_prop) (fun r hr => (((hp r hr).fun_mul (hl r).cos).fun_add
        (((h.deriv_u r hr.1 hr.2.ne).const_mul k).fun_mul (hl r).sin)).congr_deriv
        (by linear_combination (u r * cos (r * k)) * hk))
    simpa [h.origin] using this
  have hB : p R * sin (R * k) - k * u R * cos (R * k) = 0 := by
    have := eq_of_deriv_zero (f := fun r => p r * sin (r * k) - k * u r * cos (r * k)) hR
      (by fun_prop) (fun r hr => (((hp r hr).fun_mul (hl r).sin).fun_sub
        (((h.deriv_u r hr.1 hr.2.ne).const_mul k).fun_mul (hl r).cos)).congr_deriv
        (by linear_combination (u r * sin (r * k)) * hk))
    simpa [h.origin] using this
  have hsc := Real.sin_sq_add_cos_sq (R * k)
  constructor
  · linear_combination sin (R * k) * hA - cos (R * k) * hB - k * u R * hsc
  · linear_combination cos (R * k) * hA + sin (R * k) * hB - p R * hsc
```

Next, `outer_line` applies the same lemma twice beyond the wall, first to `p` and then to $u-p(R)\,r$. It needs no condition on $\cos x$.

```lean
/-- Outside a well of positive depth and radius the zero-energy wave is the straight line
that continues the inner wave. -/
theorem outer_line {V₀ R r : ℝ} {u p : ℝ → ℝ} (hV : 0 < V₀) (hR : 0 < R)
    (h : IsZeroEnergyWave V₀ R u p) (hr : R ≤ r) :
    u r = p 0 * (sin (wellPhase V₀ R) / wavenumber V₀ + cos (wellPhase V₀ R) * (r - R)) := by
  obtain ⟨h1, h2⟩ := wall_matching hV hR h
  have hk : wavenumber V₀ ≠ 0 := (Real.sqrt_pos.2 (by linarith)).ne'
  -- no force outside: the slope keeps its value at the wall
  have hp : ∀ s, R < s → p s = p R := fun s hs =>
    eq_of_deriv_zero hs (h.cont_p.mono fun t ht => hR.le.trans ht.1) fun t ht =>
      (h.deriv_p t (hR.trans ht.1) ht.1.ne').congr_deriv
        (by rw [squareWell, if_neg (not_lt_of_ge ht.1.le)]; ring)
  have h3 : u r = u R + p R * (r - R) := by
    rcases hr.eq_or_lt with rfl | hr
    · ring
    · have hcu : ContinuousOn u (Icc R r) := h.cont_u.mono fun t ht => hR.le.trans ht.1
      have := eq_of_deriv_zero (f := fun s => u s - p R * s) hr (by fun_prop) fun t ht =>
        ((h.deriv_u t (hR.trans ht.1) ht.1.ne').fun_sub
          ((hasDerivAt_id' t).const_mul (p R))).congr_deriv (by rw [hp t ht.1]; ring)
      linear_combination this
  have h4 : u R = p 0 * (sin (wellPhase V₀ R) / wavenumber V₀) := by
    rw [← mul_div_assoc, eq_div_iff hk]
    linear_combination h1
  rw [h3, h2, h4]
  ring
```

Factoring out the cosine gives the claimed form.

```lean
/-- For a well of positive depth and radius with `cos x ≠ 0`, the outer zero-energy wave is
`u'(0) cos x · (r - a)`, where `a = R (1 - tan x / x)`. -/
theorem outer_wave_eq {V₀ R r : ℝ} {u p : ℝ → ℝ} (hV : 0 < V₀) (hR : 0 < R)
    (h : IsZeroEnergyWave V₀ R u p) (hcos : cos (wellPhase V₀ R) ≠ 0) (hr : R ≤ r) :
    u r = p 0 * cos (wellPhase V₀ R) * (r - scatteringLength V₀ R) := by
  have hk : wavenumber V₀ ≠ 0 := (Real.sqrt_pos.2 (by linarith)).ne'
  have ht : R * (tan (wellPhase V₀ R) / wellPhase V₀ R)
      = tan (wellPhase V₀ R) / wavenumber V₀ := by
    generalize tan (wellPhase V₀ R) = t
    unfold wellPhase
    field_simp
  have hs := Real.tan_mul_cos hcos
  rw [outer_line hV hR h hr, scatteringLength, ← hs]
  linear_combination (-(p 0 * cos (wellPhase V₀ R))) * ht
```

The zero function also satisfies the structure, with `p 0` equal to zero, and then the formula reads $0=0$. The following explicit wave has initial slope 1, so the formula does apply to nontrivial waves. Writing `min r R` joins the inner sine and the outer line in a single expression, and the proof checks each side of the wall separately.

```lean
/-- An explicit wave, a sine inside the well continued by its tangent line outside, is a
zero-energy wave with unit slope at the origin, for every positive depth and radius. -/
theorem zeroEnergyWave_witness {V₀ R : ℝ} (hV : 0 < V₀) (hR : 0 < R) :
    IsZeroEnergyWave V₀ R
      (fun r => sin (min r R * wavenumber V₀) / wavenumber V₀
        + cos (R * wavenumber V₀) * (r - min r R))
      (fun r => cos (min r R * wavenumber V₀)) ∧
    cos (min 0 R * wavenumber V₀) = 1 := by
  have hk0 : wavenumber V₀ ≠ 0 := (Real.sqrt_pos.2 (by linarith)).ne'
  have hk : wavenumber V₀ * wavenumber V₀ = 2 * V₀ := Real.mul_self_sqrt (by linarith)
  generalize wavenumber V₀ = k at hk hk0 ⊢
  have hin : ∀ r, r < R → HasDerivAt (fun s => min s R) 1 r := fun r hr =>
    (hasDerivAt_id' r).congr_of_eventuallyEq (by
      filter_upwards [Iio_mem_nhds hr] with s hs using min_eq_left (le_of_lt hs))
  have hout : ∀ r, R < r → HasDerivAt (fun s => min s R) 0 r := fun r hr =>
    (hasDerivAt_const r R).congr_of_eventuallyEq (by
      filter_upwards [Ioi_mem_nhds hr] with s hs using min_eq_right (le_of_lt hs))
  refine ⟨⟨by simp [min_eq_left hR.le], by fun_prop, by fun_prop, ?_, ?_⟩,
    by simp [min_eq_left hR.le]⟩
  · intro r _ hne
    have hu := fun m (hm : HasDerivAt (fun s => min s R) m r) =>
      ((hm.mul_const k).sin.div_const k).fun_add
        (((hasDerivAt_id' r).fun_sub hm).const_mul (cos (R * k)))
    rcases lt_or_gt_of_ne hne with hr | hr
    · exact (hu 1 (hin r hr)).congr_deriv (by field_simp; ring)
    · exact (hu 0 (hout r hr)).congr_deriv (by rw [min_eq_right hr.le]; ring)
  · intro r _ hne
    rcases lt_or_gt_of_ne hne with hr | hr
    · refine ((hin r hr).mul_const k).cos.congr_deriv ?_
      rw [squareWell, if_pos hr, min_eq_left hr.le]
      field_simp
      linear_combination (-sin (r * k)) * hk
    · refine ((hout r hr).mul_const k).cos.congr_deriv ?_
      rw [squareWell, if_neg (not_lt_of_ge hr.le)]
      ring
```

## Resonance and the two limits

The phase at `resonantDepth R n` is computed first. The flat outer wave then follows by comparing `outer_line` at $r$ and at $R$ with the cosine set to zero.

```lean
/-- At the resonant depth of a well of positive radius the phase is `(n + 1/2) π`. -/
theorem wellPhase_resonantDepth {R : ℝ} (hR : 0 < R) (n : ℕ) :
    wellPhase (resonantDepth R n) R = (n + 1 / 2) * π := by
  unfold wellPhase wavenumber resonantDepth
  rw [mul_div_cancel₀ _ (two_ne_zero' ℝ), Real.sqrt_sq (by positivity)]
  field_simp

/-- At a resonant depth of a well of positive radius, the zero-energy wave is constant outside the
well. -/
theorem outer_wave_flat {R r : ℝ} {u p : ℝ → ℝ} (hR : 0 < R) (n : ℕ)
    (h : IsZeroEnergyWave (resonantDepth R n) R u p) (hr : R ≤ r) : u r = u R := by
  have hV : 0 < resonantDepth R n := by unfold resonantDepth; positivity
  have hcos : cos (wellPhase (resonantDepth R n) R) = 0 := by
    rw [wellPhase_resonantDepth hR, Real.cos_eq_zero_iff]
    exact ⟨n, by push_cast; ring⟩
  have e1 := outer_line hV hR h hr
  have e2 := outer_line hV hR h le_rfl
  rw [hcos] at e1 e2
  linear_combination e1 - e2
```

In the divergence theorem, `𝓝[<]` and `𝓝[>]` denote approach from smaller and larger depths, while `atBot` and `atTop` stand for $-\infty$ and $+\infty$. The proof subtracts $n\pi$ from the phase on the shallow side and $(n+1)\pi$ on the deep side. This brings it to $\pi/2$ from below or to $-\pi/2$ from above, where the limits of the tangent are known; `hmono` supplies the correct side. Periodicity removes the shift; multiplying by $1/x$ and $-1$, adding $1$ and multiplying by $R$ then gives $a$.

```lean
/-- As the depth of a well of positive radius approaches a resonant depth, the scattering
length tends to minus infinity from below and to plus infinity from above. -/
theorem scatteringLength_diverges {R : ℝ} (hR : 0 < R) (n : ℕ) :
    Tendsto (fun V => scatteringLength V R) (𝓝[<] (resonantDepth R n)) atBot ∧
      Tendsto (fun V => scatteringLength V R) (𝓝[>] (resonantDepth R n)) atTop := by
  have hV : 0 < resonantDepth R n := by unfold resonantDepth; positivity
  have hx := wellPhase_resonantDepth hR n
  have hpos : 0 < wellPhase (resonantDepth R n) R := by rw [hx]; positivity
  have hc : Continuous fun V => wellPhase V R := by unfold wellPhase wavenumber; fun_prop
  have hlim := hc.tendsto (resonantDepth R n)
  have hinv := hlim.inv₀ hpos.ne'
  -- a deeper well gathers more phase
  have hmono : ∀ V W : ℝ, 0 < W → V < W → wellPhase V R < wellPhase W R := fun V W hW h =>
    mul_lt_mul_of_pos_left
      ((Real.sqrt_lt_sqrt_iff_of_pos (by linarith)).2 (by linarith)) hR
  constructor
  · have h1 : Tendsto (fun V => wellPhase V R - n * π) (𝓝[<] (resonantDepth R n))
        (𝓝[<] (π / 2)) := by
      refine tendsto_nhdsWithin_iff.2 ⟨?_, ?_⟩
      · have h := (hlim.sub_const (n * π)).mono_left
          (nhdsWithin_le_nhds (s := Iio (resonantDepth R n)))
        rwa [hx, show ((n : ℝ) + 1 / 2) * π - n * π = π / 2 by ring] at h
      · filter_upwards [self_mem_nhdsWithin] with V h
        have := hmono V _ hV h
        rw [hx] at this
        show wellPhase V R - n * π < π / 2
        linarith
    have h2 : Tendsto (fun V => tan (wellPhase V R)) (𝓝[<] (resonantDepth R n)) atTop :=
      (Real.tendsto_tan_pi_div_two.comp h1).congr fun V => Real.tan_sub_nat_mul_pi _ n
    have h3 := h2.atTop_mul_pos (inv_pos.2 hpos) (hinv.mono_left nhdsWithin_le_nhds)
    refine ((tendsto_atBot_add_const_left _ 1
      (tendsto_neg_atTop_atBot.comp h3)).const_mul_atBot hR).congr fun V => ?_
    simp only [scatteringLength, Function.comp_apply, div_eq_mul_inv, sub_eq_add_neg]
  · have h1 : Tendsto (fun V => wellPhase V R - (n + 1 : ℕ) * π)
        (𝓝[>] (resonantDepth R n)) (𝓝[>] (-(π / 2))) := by
      refine tendsto_nhdsWithin_iff.2 ⟨?_, ?_⟩
      · have h := (hlim.sub_const ((n + 1 : ℕ) * π)).mono_left
          (nhdsWithin_le_nhds (s := Ioi (resonantDepth R n)))
        rwa [hx, show ((n : ℝ) + 1 / 2) * π - (n + 1 : ℕ) * π = -(π / 2) by
          push_cast; ring] at h
      · filter_upwards [self_mem_nhdsWithin] with V h
        have := hmono _ V (hV.trans h) h
        rw [hx] at this
        show -(π / 2) < wellPhase V R - (n + 1 : ℕ) * π
        push_cast
        linarith
    have h2 : Tendsto (fun V => tan (wellPhase V R)) (𝓝[>] (resonantDepth R n)) atBot :=
      (Real.tendsto_tan_neg_pi_div_two.comp h1).congr fun V =>
        Real.tan_sub_nat_mul_pi _ (n + 1)
    have h3 := h2.atBot_mul_pos (inv_pos.2 hpos) (hinv.mono_left nhdsWithin_le_nhds)
    refine ((tendsto_atTop_add_const_left _ 1
      (tendsto_neg_atBot_atTop.comp h3)).const_mul_atTop hR).congr fun V => ?_
    simp only [scatteringLength, Function.comp_apply, div_eq_mul_inv, sub_eq_add_neg]
```

The last theorem states the consequence for depth errors. For every $\varepsilon>0$ and every real $M$, there are positive depths within $\varepsilon$ of $V_n$, one on each side, with scattering lengths below $-M$ and above $M$. For $M\ge0$ the two have opposite signs. The proof picks depths from the two one-sided limits, and it gives no rate relating $\varepsilon$ to $M$.

```lean
/-- For a well of positive radius and any real `M`, within any depth error `ε > 0` of a resonant
depth there are two positive depths, one on each side, whose scattering lengths lie below `-M` and
above `M`. -/
theorem depth_error_flips_sign {R ε : ℝ} (hR : 0 < R) (hε : 0 < ε) (n : ℕ) (M : ℝ) :
    ∃ V₁ V₂ : ℝ, 0 < V₁ ∧ V₁ ∈ Ioo (resonantDepth R n - ε) (resonantDepth R n) ∧
      V₂ ∈ Ioo (resonantDepth R n) (resonantDepth R n + ε) ∧
      scatteringLength V₁ R < -M ∧ M < scatteringLength V₂ R := by
  have hV : 0 < resonantDepth R n := by unfold resonantDepth; positivity
  obtain ⟨hb, ha⟩ := scatteringLength_diverges hR n
  obtain ⟨V₁, ⟨h1, h2⟩, h3⟩ := ((hb.eventually_lt_atBot (-M)).and
    (Ioo_mem_nhdsLT hV)).and (Ioo_mem_nhdsLT (sub_lt_self _ hε)) |>.exists
  obtain ⟨V₂, h4, h5⟩ := ((ha.eventually_gt_atTop M).and
    (Ioo_mem_nhdsGT (lt_add_of_pos_right _ hε))).exists
  exact ⟨V₁, V₂, h2.1, h3, h5, h1, h4⟩

end

end SquareWellScattering
```

```lean
#print axioms SquareWellScattering.outer_wave_eq
#print axioms SquareWellScattering.outer_wave_flat
#print axioms SquareWellScattering.scatteringLength_diverges
#print axioms SquareWellScattering.depth_error_flips_sign
```

```
'SquareWellScattering.outer_wave_eq' depends on axioms: [propext, Classical.choice, Quot.sound]
'SquareWellScattering.outer_wave_flat' depends on axioms: [propext, Classical.choice, Quot.sound]
'SquareWellScattering.scatteringLength_diverges' depends on axioms: [propext, Classical.choice, Quot.sound]
'SquareWellScattering.depth_error_flips_sign' depends on axioms: [propext, Classical.choice, Quot.sound]
```

The results concern a sharp-edged well, s-waves and zero energy; smooth potentials, higher partial waves and finite collision energies are not covered.
